# The sum of squared build-up counts over Young diagrams of fixed size

Start with one particle, labelled by a single cell. A second particle can join it symmetrically, which gives a row of two cells, or antisymmetrically, which gives a column of two. Removing a cell from either leads back to the single cell, so there are two round trips that add first. Only one round trip removes first: take the cell away and put it back.

For $N$ identical particles, Young diagrams with $N$ cells label the types of permutation symmetry of functions of the positions alone or of the spins alone. The complete wave function is symmetric for bosons and antisymmetric for fermions. In how many orders can a diagram be built cell by cell, with a diagram at every stage, and what do the squares of these counts add up to at fixed $N$?

Describe a diagram by its row lengths $r_0\ge r_1\ge\dots$, with rows numbered from 0 and only finitely many non-empty. In Lean, `ℕ →₀ ℕ` is the type of finitely supported sequences, and `IsDiagram` is the separate condition that they decrease weakly.

```lean
import Mathlib

open Finset
open scoped Classical

namespace YoungLattice

noncomputable section

/-- Row lengths describe a Young diagram when no row is longer than the one above it. -/
def IsDiagram (r : ℕ →₀ ℕ) : Prop := ∀ i, r (i + 1) ≤ r i
```

Write $e_i$ for one cell in row $i$ and $|r|$ for the number of cells.

```lean
/-- One cell in row `i`. -/
def cell (i : ℕ) : ℕ →₀ ℕ := Finsupp.single i 1

/-- The number of cells. -/
def size (r : ℕ →₀ ℕ) : ℕ := r.sum fun _ n => n
```

Let $A(r)$ be the set of rows that can gain a cell, and $R(r)$ the set of non-empty rows that can lose one, with a diagram as the result in both cases.

```lean
/-- The rows that can gain a cell so that the result is a Young diagram. -/
def addable (r : ℕ →₀ ℕ) : Finset ℕ :=
  (insert 0 (r.support.image (· + 1))).filter fun i => IsDiagram (r + cell i)

/-- The non-empty rows that can lose a cell so that the result is a Young diagram. -/
def removable (r : ℕ →₀ ℕ) : Finset ℕ := r.support.filter fun i => IsDiagram (r - cell i)
```

## (a) Returning a removed cell

Show that a cell taken from a non-empty row can be put back without any net change:
$$(r-e_i)+e_i=r\qquad (r_i\neq0).$$

**Solution.** In row $i$, $(r_i-1)+1=r_i$ because $r_i\ge1$. The other rows are untouched. The condition matters because subtraction of natural numbers in Lean stops at zero. The proof compares the two sides row by row.

```lean
/-- Removing a cell from a non-empty row and putting it back changes nothing. -/
theorem refill {r : ℕ →₀ ℕ} {i : ℕ} (h : r i ≠ 0) : r - cell i + cell i = r := by
  ext n
  simp only [Finsupp.add_apply, Finsupp.tsub_apply, cell, Finsupp.single_apply]
  rcases eq_or_ne i n with rfl | hn <;> split_ifs <;> omega
```

## (b) The size after an addition

Show that
$$|r+e_i|=|r|+1.$$

**Solution.** The size is a sum over rows, hence additive, and $|e_i|=1$. The two rewrites in the proof are these two facts.

```lean
/-- An added cell raises the size by one. -/
theorem size_add (r : ℕ →₀ ℕ) (i : ℕ) : size (r + cell i) = size r + 1 := by
  unfold size cell
  rw [Finsupp.sum_add_index' (fun _ => rfl) (fun _ _ _ => rfl), Finsupp.sum_single_index rfl]
```

## (c) Where a cell can be added

The definition of `addable` searches only row 0 and the rows directly below non-empty ones. Show that it misses nothing:
$$i\in A(r)\iff r+e_i\text{ is a diagram}.$$

**Solution.** Row 0 is always searched. If $i=k+1$ and $r+e_i$ is a diagram, then $r_k\ge r_{k+1}+1\ge1$. Row $k$ is therefore non-empty, and row $k+1$ is searched. Lean makes the same case split on $i$.

```lean
/-- The addable rows are all those where an extra cell gives a Young diagram. -/
theorem mem_addable {r : ℕ →₀ ℕ} {i : ℕ} : i ∈ addable r ↔ IsDiagram (r + cell i) := by
  simp only [addable, mem_filter, and_iff_right_iff_imp]
  intro h
  rcases i with _ | k
  · exact mem_insert_self _ _
  · have h1 := h k
    simp only [Finsupp.add_apply, cell, Finsupp.single_apply] at h1
    refine mem_insert_of_mem (mem_image.2 ⟨k, Finsupp.mem_support_iff.2 ?_, rfl⟩)
    split_ifs at h1 <;> omega
```

## (d) Comparing the numbers of possible moves

Show that for every diagram $r$, including the empty one,
$$|A(r)|=|R(r)|+1,$$
where the bars count rows.

**Solution.** Adding a cell to row $k+1$ can violate only the inequality with the row above, so it is allowed exactly when $r_{k+1}<r_k$. Removing a cell from row $k$ can violate only the inequality with the row below, which gives the same condition. Row 0 can always gain a cell. Hence $A(r)$ consists of 0 and the rows $k+1$ with $k\in R(r)$.

In the proof, `h0` treats row 0, `hk` is the equivalence, and `h` is the resulting description of $A(r)$.

```lean
/-- Every Young diagram has one more addable than removable cell. -/
theorem card_addable {r : ℕ →₀ ℕ} (hr : IsDiagram r) :
    (addable r).card = (removable r).card + 1 := by
  have h0 : 0 ∈ addable r := mem_addable.2 fun n => by
    calc (r + cell 0) (n + 1) = r (n + 1) := by
          rw [Finsupp.add_apply, cell, Finsupp.single_apply,
            if_neg (show ¬ (0 = n + 1) by omega), add_zero]
      _ ≤ r n := hr n
      _ ≤ (r + cell 0) n := by
          rw [Finsupp.add_apply]
          exact Nat.le_add_right _ _
  -- row k + 1 can gain a cell exactly when row k can lose one
  have hk : ∀ k, k + 1 ∈ addable r ↔ k ∈ removable r := by
    intro k
    simp only [mem_addable, removable, mem_filter, Finsupp.mem_support_iff]
    constructor
    · intro h
      have h1 := h k
      simp only [Finsupp.add_apply, cell, Finsupp.single_apply] at h1
      have h2 : r (k + 1) < r k := by split_ifs at h1 <;> omega
      refine ⟨by omega, fun n => ?_⟩
      have hn := hr n
      simp only [Finsupp.tsub_apply, cell, Finsupp.single_apply]
      rcases eq_or_ne k n with rfl | h' <;> split_ifs <;> omega
    · rintro ⟨h0, h⟩ n
      have h1 := h k
      simp only [Finsupp.tsub_apply, cell, Finsupp.single_apply] at h1
      have h2 : r (k + 1) < r k := by split_ifs at h1 <;> omega
      have hn := hr n
      simp only [Finsupp.add_apply, cell, Finsupp.single_apply]
      rcases eq_or_ne k n with rfl | h' <;> split_ifs <;> omega
  have h : addable r = insert 0 ((removable r).image (· + 1)) := by
    ext i
    rcases i with _ | k
    · simp [h0]
    · simp [hk]
  rw [h, card_insert_of_notMem (by simp), card_image_of_injective _ (add_left_injective 1)]
```

## (e) Exchanging the order of two moves

Let $g$ assign an amplitude to each diagram, and define
$$(Ug)(r)=\sum_{i\in R(r)}g(r-e_i),\qquad (Dg)(r)=\sum_{i\in A(r)}g(r+e_i).$$
The up operator $U$ collects amplitudes from smaller diagrams. Acting on an amplitude concentrated on one diagram, it therefore moves it to diagrams with one more cell; $D$ does the reverse. The values lie in any commutative additive monoid `M`, such as the complex numbers or the natural numbers.

```lean
/-- The up operator on amplitudes: the sum of the old amplitudes over one-cell removals. -/
def up {M : Type*} [AddCommMonoid M] (g : (ℕ →₀ ℕ) → M) (r : ℕ →₀ ℕ) : M :=
  ∑ i ∈ removable r, g (r - cell i)

/-- The down operator on amplitudes: the sum of the old amplitudes over one-cell additions. -/
def down {M : Type*} [AddCommMonoid M] (g : (ℕ →₀ ℕ) → M) (r : ℕ →₀ ℕ) : M :=
  ∑ i ∈ addable r, g (r + cell i)
```

Show that on every diagram $r$
$$(DUg)(r)=g(r)+(UDg)(r).$$

**Solution.** Written out,
$$(DUg)(r)=\sum_{i\in A(r)}\ \sum_{j\in R(r+e_i)}g(r+e_i-e_j),$$
$$(UDg)(r)=\sum_{j\in R(r)}\ \sum_{i\in A(r-e_j)}g(r-e_j+e_i).$$
The terms with $i=j$ are always allowed and contribute $|A(r)|\,g(r)$ and $|R(r)|\,g(r)$.

For $i\ne j$, both orders end at $s=r+e_i-e_j$. If $r$ and $s$ are diagrams, so are both intermediate shapes:

- For $r+e_i$ with $i\ge1$, the inequality to check is $r_i+1\le r_{i-1}$. It holds because $r_i+1=s_i\le s_{i-1}\le r_{i-1}$.
- For $r-e_j$, it is $r_{j+1}\le r_j-1$. It holds because $r_{j+1}\le s_{j+1}\le s_j=r_j-1$.

The terms with $i\ne j$ therefore agree, and (d) leaves one extra $g(r)$.

In Lean, `hA` and `hB` split off the same-row terms, and `hX` matches the others by exchanging the sums.

```lean
/-- On Young diagrams `DU = 1 + UD`. -/
theorem down_up {M : Type*} [AddCommMonoid M] (g : (ℕ →₀ ℕ) → M) {r : ℕ →₀ ℕ}
    (hr : IsDiagram r) : down (up g) r = g r + up (down g) r := by
  change ∑ i ∈ addable r, up g (r + cell i) = g r + ∑ j ∈ removable r, down g (r - cell j)
  -- split off the terms in which both moves use the same row
  have hA : ∀ i ∈ addable r, up g (r + cell i)
      = g r + ∑ j ∈ (removable (r + cell i)).erase i, g (r + cell i - cell j) := by
    intro i _
    have hm : i ∈ removable (r + cell i) := by
      simp only [removable, mem_filter, Finsupp.mem_support_iff, add_tsub_cancel_right]
      exact ⟨by simp [cell], hr⟩
    have h := add_sum_erase _ (fun j => g (r + cell i - cell j)) hm
    simp only [add_tsub_cancel_right] at h
    exact h.symm
  have hB : ∀ j ∈ removable r, down g (r - cell j)
      = g r + ∑ i ∈ (addable (r - cell j)).erase j, g (r - cell j + cell i) := by
    intro j hj
    have h0 := Finsupp.mem_support_iff.1 (mem_filter.1 hj).1
    have hm : j ∈ addable (r - cell j) := mem_addable.2 (by rw [refill h0]; exact hr)
    have h := add_sum_erase _ (fun i => g (r - cell j + cell i)) hm
    simp only [refill h0] at h
    exact h.symm
  -- moves in different rows commute
  have hf : ∀ {i j : ℕ}, i ≠ j → r + cell i - cell j = r - cell j + cell i := by
    intro i j hij
    ext n
    simp only [Finsupp.add_apply, Finsupp.tsub_apply, cell, Finsupp.single_apply]
    split_ifs <;> omega
  have hv : ∀ {i j : ℕ}, i ≠ j → (r + cell i) j = r j := by
    intro i j hij
    simp [cell, hij]
  have hX : ∑ i ∈ addable r, ∑ j ∈ (removable (r + cell i)).erase i, g (r + cell i - cell j)
      = ∑ j ∈ removable r, ∑ i ∈ (addable (r - cell j)).erase j, g (r - cell j + cell i) := by
    refine (sum_comm' (t' := removable r)
      (s' := fun j => (addable (r - cell j)).erase j) fun i j => ?_).trans
      (sum_congr rfl fun j _ => sum_congr rfl fun i hi => by rw [hf (mem_erase.1 hi).1])
    simp only [mem_erase, mem_addable, removable, mem_filter, Finsupp.mem_support_iff]
    constructor
    · rintro ⟨-, n, h0, h⟩
      refine ⟨⟨n.symm, by rw [← hf n.symm]; exact h⟩, by rwa [hv n.symm] at h0, fun m => ?_⟩
      have h1 := hr m
      have h2 := h m
      simp only [Finsupp.add_apply, Finsupp.tsub_apply, cell, Finsupp.single_apply] at h2 ⊢
      split_ifs at h2 ⊢ <;> omega
    · rintro ⟨⟨n, h⟩, h0, -⟩
      rw [← hf n] at h
      refine ⟨fun m => ?_, n.symm, by rwa [hv n], h⟩
      have h1 := hr m
      have h2 := h m
      simp only [Finsupp.add_apply, Finsupp.tsub_apply, cell, Finsupp.single_apply] at h2 ⊢
      split_ifs at h2 ⊢ <;> omega
  rw [sum_congr rfl hA, sum_congr rfl hB, sum_add_distrib, sum_add_distrib, sum_const,
    sum_const, hX, card_addable hr, add_nsmul, one_nsmul, add_comm (_ • g r) (g r), add_assoc]
```

## (f) The commutator

Let the amplitudes also allow subtraction. Show that on diagrams
$$DU-UD=1.$$

**Solution.** Subtract $(UDg)(r)$ from both sides of (e). The type of values is now an additive commutative group.

```lean
/-- The up and down operators satisfy `DU - UD = 1` on Young diagrams. -/
theorem commutator {M : Type*} [AddCommGroup M] (g : (ℕ →₀ ℕ) → M) {r : ℕ →₀ ℕ}
    (hr : IsDiagram r) : down (up g) r - up (down g) r = g r := by
  rw [down_up g hr, add_sub_cancel_right]
```

## (g) The build-up count as an amplitude

Let $f$ be 1 on the empty diagram, and on any other diagram the sum of $f$ over all one-cell removals. It counts the orders in which the diagram can be built. The recursion ends because each removal lowers the size, by (a) and (b).

```lean
/-- The function `f`: 1 on the empty diagram, otherwise its sum over one-cell removals. -/
def f (r : ℕ →₀ ℕ) : ℕ :=
  if r = 0 then 1 else ∑ i ∈ (removable r).attach, f (r - cell i.1)
termination_by size r
decreasing_by
  have h := size_add (r - cell i.1) i.1
  rw [refill (Finsupp.mem_support_iff.1 (mem_filter.1 i.2).1)] at h
  omega
```

Show that
$$f(r)=(Uf)(r)\qquad(r\ne0),$$
where $0$ is the empty diagram.

**Solution.** This is the recursion written with $U$. The Lean proof unfolds it once.

```lean
/-- Away from the empty diagram, the up operator leaves `f` unchanged. -/
theorem f_eq {r : ℕ →₀ ℕ} (h : r ≠ 0) : f r = up f r := by
  rw [f, if_neg h]
  exact sum_attach (removable r) (fun i => f (r - cell i))
```

## (h) The down operator acting on the count

Show that for a diagram with $N$ cells
$$(Df)(r)=(N+1)f(r).$$

**Solution.** Use strong induction on $N$. Every $r+e_i$ is non-empty, so (g) and (e) give
$$(Df)(r)=(DUf)(r)=f(r)+(UDf)(r).$$
Each $r-e_i$ in the last term has $N-1$ cells, so by induction
$$(UDf)(r)=\sum_{i\in R(r)}N f(r-e_i)=N(Uf)(r).$$
If $r\neq0$, then $Uf=f$ at $r$, and the total is $(N+1)f(r)$. If $r=0$, then $N=0$ and only $f(r)$ remains. The steps `h1` and `h2` are the first equality and the induction step.

```lean
/-- On a Young diagram with `N` cells, the down operator multiplies `f` by `N + 1`. -/
theorem down_f {N : ℕ} {r : ℕ →₀ ℕ} (hr : IsDiagram r) (hN : size r = N) :
    down f r = (N + 1) * f r := by
  induction N using Nat.strong_induction_on generalizing r with
  | _ N ih =>
    have h1 : down f r = down (up f) r := sum_congr rfl fun i _ => f_eq (by
      intro h
      have hs := size_add r i
      rw [h] at hs
      simp [size] at hs)
    have h2 : up (down f) r = N * up f r := by
      unfold up
      rw [mul_sum]
      refine sum_congr rfl fun i hi => ?_
      obtain ⟨h0, hd⟩ := mem_filter.1 hi
      have hs := size_add (r - cell i) i
      rw [refill (Finsupp.mem_support_iff.1 h0)] at hs
      rw [ih (size (r - cell i)) (by omega) hd rfl, ← hN, hs]
    rw [h1, down_up f hr, h2]
    by_cases h : r = 0
    · subst h
      have h0 : N = 0 := by rw [← hN]; simp [size]
      simp [h0]
    · rw [← f_eq h]
      ring
```

## (i) All diagrams of a given size

Let $Y_N$, in Lean `diagrams N`, be the finite set obtained by distributing $N$ cells over rows $0,\dots,N-1$ and keeping the diagrams.

```lean
/-- The Young diagrams with `N` cells, selected from the ways to put `N` cells in `N` rows. -/
def diagrams (N : ℕ) : Finset (ℕ →₀ ℕ) := (finsuppAntidiag (range N) N).filter IsDiagram
```

Show that this restriction on the rows loses nothing:
$$r\in Y_N\iff r\text{ is a diagram and }|r|=N.$$

**Solution.** From left to right this is the definition. Conversely, if row $i$ of a diagram is non-empty, so are rows $0,\dots,i$. Hence $i+1\le N$, which is `hs` in the proof.

```lean
/-- This finite set contains every Young diagram with `N` cells and nothing else. -/
theorem mem_diagrams {N : ℕ} {r : ℕ →₀ ℕ} : r ∈ diagrams N ↔ IsDiagram r ∧ size r = N := by
  simp only [diagrams, mem_filter, mem_finsuppAntidiag]
  constructor
  · rintro ⟨⟨h, hs⟩, hd⟩
    exact ⟨hd, (Finsupp.sum_of_support_subset r hs (fun _ n => n) fun _ _ => rfl).trans h⟩
  · rintro ⟨hd, h⟩
    -- a non-empty row i has i non-empty rows above it
    have hs : r.support ⊆ range N := by
      intro i hi
      have hi0 := Finsupp.mem_support_iff.1 hi
      have hpos : ∀ k ∈ range (i + 1), 1 ≤ r k := by
        intro k hk
        have h1 := antitone_nat_of_succ_le (f := ⇑r) hd (Nat.lt_succ_iff.1 (mem_range.1 hk))
        omega
      have h1 : i + 1 ≤ ∑ k ∈ range (i + 1), r k := by
        simpa using card_nsmul_le_sum (range (i + 1)) (fun k => r k) 1 hpos
      have h2 : ∑ k ∈ range (i + 1), r k ≤ ∑ k ∈ r.support, r k :=
        sum_le_sum_of_subset fun k hk => Finsupp.mem_support_iff.2 (by
          have h3 := hpos k hk
          omega)
      have h3 : ∑ k ∈ r.support, r k = N := h
      rw [mem_range]
      omega
    exact ⟨⟨(Finsupp.sum_of_support_subset r hs (fun _ n => n) fun _ _ => rfl).symm.trans h,
      hs⟩, hd⟩
```

## (j) The sum of squares

Show that for every $N\ge0$
$$\sum_{r\in Y_N}f(r)^2=N!.$$

**Solution.** For $N=0$ the only term is $f(0)^2=1$. For the step, replace one factor by (g), count neighbouring pairs from the smaller diagram $s=r-e_i$, and apply (h):
$$\begin{aligned}
\sum_{r\in Y_{N+1}}f(r)^2
&=\sum_{r\in Y_{N+1}}\sum_{i\in R(r)}f(r)f(r-e_i)\\
&=\sum_{s\in Y_N}\sum_{i\in A(s)}f(s+e_i)f(s)\\
&=(N+1)\sum_{s\in Y_N}f(s)^2.
\end{aligned}$$
In Lean, `h1` and `h2` are the first and last equalities, and `sum_nbij'` performs the recount by matching $(r,i)$ with $(r-e_i,i)$.

The link to quantum mechanics needs two facts from representation theory that are not derived here. First, $f(r)$ is the dimension of the irreducible representation of the permutation group labelled by $r$. Second, this representation occurs $f(r)$ times in the space spanned by the $N!$ products of $N$ linearly independent, singly occupied orbitals. The sum then splits the dimension $N!$ of that space by permutation symmetry. Spin functions of electrons, in contrast, use only the diagrams with at most two rows.

```lean
/-- The sum of `f ^ 2` over all Young diagrams with `N` cells is `N!`. -/
theorem sum_f_sq (N : ℕ) : ∑ r ∈ diagrams N, f r ^ 2 = N.factorial := by
  induction N with
  | zero =>
    have h0 : diagrams 0 = {0} := by
      ext r
      rw [mem_diagrams, mem_singleton]
      constructor
      · rintro ⟨-, h⟩
        rw [size, Finsupp.sum, sum_eq_zero_iff] at h
        ext i
        by_contra hi
        exact hi (h i (Finsupp.mem_support_iff.2 hi))
      · rintro rfl
        exact ⟨fun _ => le_rfl, by simp [size]⟩
    have h1 : f 0 = 1 := by rw [f, if_pos rfl]
    simp [h0, h1]
  | succ n ih =>
    have h1 : ∀ r ∈ diagrams (n + 1), f r ^ 2 = ∑ i ∈ removable r, f r * f (r - cell i) := by
      intro r hr
      have h : r ≠ 0 := by
        rintro rfl
        have h := (mem_diagrams.1 hr).2
        simp [size] at h
      rw [← mul_sum, sq]
      exact congrArg (f r * ·) (f_eq h)
    have h2 : ∀ r ∈ diagrams n, ∑ i ∈ addable r, f (r + cell i) * f r = (n + 1) * f r ^ 2 := by
      intro r hr
      have h := down_f (mem_diagrams.1 hr).1 (mem_diagrams.1 hr).2
      unfold down at h
      rw [← sum_mul, h]
      ring
    rw [sum_congr rfl h1, Nat.factorial_succ, ← ih, mul_sum, ← sum_congr rfl h2,
      sum_sigma', sum_sigma']
    -- count neighbouring pairs from the smaller diagram instead of the larger one
    refine sum_nbij' (fun p => ⟨p.1 - cell p.2, p.2⟩) (fun p => ⟨p.1 + cell p.2, p.2⟩)
      ?_ ?_ ?_ ?_ ?_
    · rintro ⟨r, i⟩ h
      simp only [mem_sigma, mem_diagrams, mem_addable, removable, mem_filter,
        Finsupp.mem_support_iff] at h ⊢
      have hs := size_add (r - cell i) i
      rw [refill h.2.1] at hs ⊢
      exact ⟨⟨h.2.2, by omega⟩, h.1.1⟩
    · rintro ⟨r, i⟩ h
      simp only [mem_sigma, mem_diagrams, mem_addable, removable, mem_filter,
        Finsupp.mem_support_iff, add_tsub_cancel_right] at h ⊢
      exact ⟨⟨h.2, by rw [size_add, h.1.2]⟩, by simp [cell], h.1.1⟩
    · rintro ⟨r, i⟩ h
      have h0 := Finsupp.mem_support_iff.1 (mem_filter.1 (mem_sigma.1 h).2).1
      exact congrArg (fun e => (⟨e, i⟩ : Σ _ : ℕ →₀ ℕ, ℕ)) (refill h0)
    · rintro ⟨r, i⟩ _
      exact congrArg (fun e => (⟨e, i⟩ : Σ _ : ℕ →₀ ℕ, ℕ)) (add_tsub_cancel_right r (cell i))
    · rintro ⟨r, i⟩ h
      have h0 := Finsupp.mem_support_iff.1 (mem_filter.1 (mem_sigma.1 h).2).1
      change f r * f (r - cell i) = f (r - cell i + cell i) * f (r - cell i)
      rw [refill h0]

end

end YoungLattice
```

```lean
#print axioms YoungLattice.commutator
#print axioms YoungLattice.sum_f_sq
```

```
'YoungLattice.commutator' depends on axioms: [propext, Classical.choice, Quot.sound]
'YoungLattice.sum_f_sq' depends on axioms: [propext, Classical.choice, Quot.sound]
```
